# Mixing idempotent densities with weights that sum to one: an idempotency error of second order

In a self-consistent field calculation, the density matrix from the latest diagonalisation is often combined with earlier ones before the next Fock matrix is built. Even if each of these matrices is a projector onto a set of occupied orbitals, their combination is in general not a projector. How far it is from being idempotent depends on the weights and on how the iterates differ.

## The error as a sum over pairs of iterates

Let \(P_i\) be finitely many density matrices in an orthonormal basis, with occupations 0 and 1, so that \(P_i^2=P_i\). Let \(c_i\) be real weights with \(\sum_i c_i=1\). Negative weights are allowed, as in extrapolation. The mixed density \(D=\sum_i c_iP_i\) then satisfies

\[
D-D^2=\tfrac12\sum_{i,j}c_ic_j\,(P_i-P_j)^2 .
\]

The matrices need not commute, so the square is expanded with its factors in order:

\[
(P_i-P_j)^2=P_i^2+P_j^2-P_iP_j-P_jP_i .
\]

Multiply by \(c_ic_j\) and sum over both indices. In the first term the sum over \(j\) gives 1, and in the second the sum over \(i\) does, so each contributes \(\sum_i c_iP_i^2\). The cross terms factorise:

\[
\sum_{i,j}c_ic_jP_iP_j=\Big(\sum_i c_iP_i\Big)\Big(\sum_j c_jP_j\Big)=D^2,
\]

and exchanging the names of the indices gives the same value for the other one. Hence

\[
\sum_{i,j}c_ic_j(P_i-P_j)^2=2\Big(\sum_i c_iP_i^2-D^2\Big).
\]

Idempotency turns \(\sum_i c_iP_i^2\) into \(D\), and division by 2 gives the claim.

The double sum runs over ordered pairs, and it is easy to lose a factor of two here. If each pair is counted once, the prefactor \(\tfrac12\) disappears: two densities with weights \(1-c\) and \(c\) give \(D-D^2=c(1-c)(P_1-P_2)^2\).

For a size estimate, take a norm with \(\|XY\|\le\|X\|\,\|Y\|\), such as the operator or Frobenius norm, and suppose that \(\|P_i-P_j\|\le\delta\) for all pairs. The triangle inequality gives

\[
\|D-D^2\|\le\tfrac12\sum_{i,j}|c_i||c_j|\,\delta^2=\tfrac12\Big(\sum_i|c_i|\Big)^2\delta^2 .
\]

With non-negative weights the factor \(\sum_i|c_i|\) is 1. Extrapolation with large weights of opposite sign can make it large, so "second order" refers to weights that stay bounded.

## Densities in a real algebra

```lean
import Mathlib

open Finset

namespace DensityMixing

noncomputable section

/-- The mixed density `D = ∑ c_i P_i` built from the iterates `P_i` with real weights `c_i`. -/
def mixedDensity {ι A : Type*} [Fintype ι] [Ring A] [Algebra ℝ A]
    (c : ι → ℝ) (P : ι → A) : A :=
  ∑ i, c i • P i
```

The finite type `ι` labels the iterates, and `A` is any real algebra, with real or complex square matrices as the main cases. The symbol `•` multiplies an element of `A` by a real number. `mixedDensity c P` is \(D\); its definition requires neither idempotency nor normalised weights, which enter as hypotheses of the theorems.

```lean
section Algebraic

variable {ι A : Type*} [Fintype ι] [Ring A] [Algebra ℝ A]

/-- Variance identity: for weights summing to one, the weighted squared differences of any elements
`P_i` add up to twice the difference between the weighted mean of the squares and the square of the
weighted mean. -/
theorem sum_sq_differences (c : ι → ℝ) (P : ι → A) (hc : ∑ i, c i = 1) :
    ∑ i, ∑ j, (c i * c j) • (P i - P j) ^ 2 =
      (2 : ℝ) • (∑ i, c i • P i ^ 2 - mixedDensity c P ^ 2) := by
  simp only [pow_two]
  -- the two diagonal terms: one weight sums to one
  have h1 : ∑ i, ∑ j, (c i * c j) • (P i * P i) = ∑ i, c i • (P i * P i) := by
    refine sum_congr rfl fun i _ => ?_
    rw [← sum_smul, ← mul_sum, hc, mul_one]
  have h2 : ∑ i, ∑ j, (c i * c j) • (P j * P j) = ∑ i, c i • (P i * P i) := by
    rw [sum_comm]
    refine sum_congr rfl fun i _ => ?_
    rw [← sum_smul, ← sum_mul, hc, one_mul]
  -- the two cross terms: each is the square of the mixed density
  have h3 : ∑ i, ∑ j, (c i * c j) • (P i * P j) =
      mixedDensity c P * mixedDensity c P := by
    unfold mixedDensity
    rw [sum_mul_sum]
    exact sum_congr rfl fun i _ => sum_congr rfl fun j _ =>
      (smul_mul_smul_comm (c i) (P i) (c j) (P j)).symm
  have h4 : ∑ i, ∑ j, (c i * c j) • (P j * P i) =
      mixedDensity c P * mixedDensity c P := by
    rw [sum_comm, ← h3]
    refine sum_congr rfl fun i _ => sum_congr rfl fun j _ => ?_
    rw [mul_comm (c j) (c i)]
  have hx : ∀ i j, (c i * c j) • ((P i - P j) * (P i - P j)) =
      (c i * c j) • (P i * P i) + (c i * c j) • (P j * P j)
        - (c i * c j) • (P i * P j) - (c i * c j) • (P j * P i) := by
    intro i j
    have h : (P i - P j) * (P i - P j) =
        P i * P i + P j * P j - P i * P j - P j * P i := by noncomm_ring
    rw [h, smul_sub, smul_sub, smul_add]
  simp only [hx, sum_sub_distrib, sum_add_distrib, h1, h2, h3, h4]
  module
```

This is the identity before idempotency is used, so it also holds for fractional occupations. The facts `h1` and `h2` are the two diagonal sums, and `h3` and `h4` are the cross terms. The expansion of the square is left to `noncomm_ring`, which respects the order of the factors, and `module` collects the result.

```lean
/-- The idempotency error of a mixture of idempotent densities, with weights summing to one,
is half the weighted sum of the squared differences between the iterates. -/
theorem idempotency_error (c : ι → ℝ) (P : ι → A) (hc : ∑ i, c i = 1)
    (hP : ∀ i, IsIdempotentElem (P i)) :
    mixedDensity c P - mixedDensity c P ^ 2 =
      (1 / 2 : ℝ) • ∑ i, ∑ j, (c i * c j) • (P i - P j) ^ 2 := by
  have h : ∑ i, c i • P i ^ 2 = mixedDensity c P := by
    unfold mixedDensity
    refine sum_congr rfl fun i _ => ?_
    rw [pow_two, (hP i).eq]
  rw [sum_sq_differences c P hc, h]
  module

end Algebraic
```

The hypothesis `hP` says that \(P_iP_i=P_i\) for every \(i\). The local fact `h` replaces each \(P_i^2\) by \(P_i\), and the main identity follows from the previous theorem.

In an actual calculation, `hP` has to be true of the stored matrices. In an orthonormal basis it holds for densities taken directly from a diagonalisation with occupations 0 and 1, but generally not for a stored matrix that is itself a mixture or has thermal occupations. A spin-summed closed-shell density, with occupations 0 and 2, must first be divided by 2.

The model could also have kept a non-orthogonal basis with overlap matrix \(S\), where idempotency reads \(P_iSP_i=P_i\). The same expansion would then give \(D-DSD=\tfrac12\sum_{i,j}c_ic_j(P_i-P_j)S(P_i-P_j)\), a version that is not formalised here.

## Bounds in terms of the distance between iterates

```lean
section Normed

variable {ι A : Type*} [Fintype ι] [NormedRing A] [NormedAlgebra ℝ A]

/-- If idempotent iterates lie within `δ` of one another and the weights sum to one, the
idempotency error of the mixed density is at most `(∑ |c_i|)² δ² / 2`. -/
theorem norm_idempotency_error_le (c : ι → ℝ) (P : ι → A) (hc : ∑ i, c i = 1)
    (hP : ∀ i, IsIdempotentElem (P i)) (δ : ℝ) (hδ : ∀ i j, ‖P i - P j‖ ≤ δ) :
    ‖mixedDensity c P - mixedDensity c P ^ 2‖ ≤ 1 / 2 * (∑ i, |c i|) ^ 2 * δ ^ 2 := by
  -- triangle inequality, term by term
  have hb : ‖∑ i, ∑ j, (c i * c j) • (P i - P j) ^ 2‖ ≤
      ∑ i, ∑ j, |c i| * |c j| * δ ^ 2 := by
    refine (norm_sum_le _ _).trans (sum_le_sum fun i _ =>
      (norm_sum_le _ _).trans (sum_le_sum fun j _ => ?_))
    have hsq : ‖(P i - P j) ^ 2‖ ≤ δ ^ 2 := by
      rw [pow_two, pow_two]
      exact (norm_mul_le _ _).trans (mul_le_mul (hδ i j) (hδ i j) (norm_nonneg _)
        ((norm_nonneg _).trans (hδ i j)))
    rw [norm_smul, Real.norm_eq_abs, abs_mul]
    exact mul_le_mul_of_nonneg_left hsq (by positivity)
  have he : ∑ i, ∑ j, |c i| * |c j| * δ ^ 2 = (∑ i, |c i|) ^ 2 * δ ^ 2 := by
    rw [pow_two (∑ i, |c i|), sum_mul_sum, sum_mul]
    refine sum_congr rfl fun i _ => ?_
    rw [sum_mul]
  have hn : ‖(1 / 2 : ℝ)‖ = 1 / 2 := by norm_num
  rw [he] at hb
  rw [idempotency_error c P hc hP, norm_smul, hn]
  linarith
```

`NormedRing` supplies the submultiplicative norm. The step `hb` applies the triangle inequality to the double sum and bounds each square by \(\delta^2\); `he` factorises the sum of absolute weights.

```lean
/-- If idempotent iterates lie within `ε` of a common reference density `Q` and the weights sum
to one, the idempotency error of the mixed density is at most `2 (∑ |c_i|)² ε²`. -/
theorem norm_idempotency_error_le_of_near (c : ι → ℝ) (P : ι → A) (hc : ∑ i, c i = 1)
    (hP : ∀ i, IsIdempotentElem (P i)) (Q : A) (ε : ℝ) (hε : ∀ i, ‖P i - Q‖ ≤ ε) :
    ‖mixedDensity c P - mixedDensity c P ^ 2‖ ≤ 2 * (∑ i, |c i|) ^ 2 * ε ^ 2 := by
  have hd : ∀ i j, ‖P i - P j‖ ≤ 2 * ε := by
    intro i j
    have h : P i - P j = (P i - Q) - (P j - Q) := by abel
    rw [h]
    linarith [norm_sub_le (P i - Q) (P j - Q), hε i, hε j]
  calc ‖mixedDensity c P - mixedDensity c P ^ 2‖
      ≤ 1 / 2 * (∑ i, |c i|) ^ 2 * (2 * ε) ^ 2 :=
        norm_idempotency_error_le c P hc hP (2 * ε) hd
    _ = 2 * (∑ i, |c i|) ^ 2 * ε ^ 2 := by ring

end Normed
```

Here all iterates lie within \(\varepsilon\) of a reference `Q`, for example the converged density. Writing \(P_i-P_j=(P_i-Q)-(P_j-Q)\) shows that \(\delta=2\varepsilon\) is admissible, which turns the previous bound into \(2(\sum_i|c_i|)^2\varepsilon^2\). `Q` itself need not be idempotent. For Hartree–Fock iterations that mix idempotent densities, this bounds the idempotency error near a solution; it does not say that the iterations converge.

## The trace for real symmetric matrices

```lean
/-- For real symmetric idempotent density matrices and weights summing to one, the trace of
`D - D²` is half the weighted sum of the squared entrywise distances between the iterates. -/
theorem trace_idempotency_error {ι n : Type*} [Fintype ι] [Fintype n] [DecidableEq n]
    (c : ι → ℝ) (P : ι → Matrix n n ℝ) (hc : ∑ i, c i = 1)
    (hP : ∀ i, IsIdempotentElem (P i)) (hS : ∀ i, (P i).IsSymm) :
    (mixedDensity c P - mixedDensity c P ^ 2).trace =
      1 / 2 * ∑ i, ∑ j, c i * c j * ∑ a, ∑ b, (P i a b - P j a b) ^ 2 := by
  -- symmetry turns the trace of a square into a sum of squares
  have hs : ∀ i j, ((P i - P j) ^ 2).trace = ∑ a, ∑ b, (P i a b - P j a b) ^ 2 := by
    intro i j
    rw [pow_two]
    simp only [Matrix.trace, Matrix.diag_apply, Matrix.mul_apply, Matrix.sub_apply]
    refine sum_congr rfl fun a _ => sum_congr rfl fun b _ => ?_
    rw [(hS i).apply a b, (hS j).apply a b]
    ring
  rw [idempotency_error c P hc hP]
  simp only [Matrix.trace_smul, Matrix.trace_sum, smul_eq_mul, hs]
```

For a symmetric matrix \(X\),

\[
\operatorname{tr}X^2=\sum_{a,b}X_{ab}X_{ba}=\sum_{a,b}X_{ab}^2 .
\]

The step `hs` applies this to \(X=P_i-P_j\), and taking the trace of the main identity finishes the proof. The trace of the error is therefore half a weighted sum of squared entrywise differences. This shows where the error comes from; to compute its trace, it is simpler to use \(\operatorname{tr}D-\sum_{a,b}D_{ab}^2\), since \(D\) is symmetric as well.

## Three different projectors with an idempotent mixture

```lean
/-- Three one-orbital density matrices in a basis of two orthonormal functions: the first
function, the second function, and their normalised sum. -/
def threeDensities : Fin 3 → Matrix (Fin 2) (Fin 2) ℝ :=
  ![!![1, 0; 0, 0], !![0, 0; 0, 1], !![1 / 2, 1 / 2; 1 / 2, 1 / 2]]
```

The three matrices, numbered 0, 1 and 2 as in Lean, describe one electron in the first basis function, in the second, and in their normalised sum.

```lean
/-- The three densities are symmetric, idempotent and pairwise different, and their
extrapolation with weights `1, 1, -1`, which sum to one, is again exactly idempotent. -/
theorem threeDensities_witness :
    (∀ i, IsIdempotentElem (threeDensities i)) ∧ (∀ i, (threeDensities i).IsSymm) ∧
      Function.Injective threeDensities ∧ ∑ i, (![1, 1, -1] : Fin 3 → ℝ) i = 1 ∧
      IsIdempotentElem (mixedDensity ![1, 1, -1] threeDensities) := by
  refine ⟨?_, ?_, ?_, ?_, ?_⟩
  · intro i
    unfold IsIdempotentElem
    ext a b
    fin_cases i <;> fin_cases a <;> fin_cases b <;>
      norm_num [threeDensities, Matrix.mul_apply, Fin.sum_univ_two]
  · intro i
    unfold Matrix.IsSymm
    ext a b
    fin_cases i <;> fin_cases a <;> fin_cases b <;>
      norm_num [threeDensities, Matrix.transpose_apply]
  · -- the upper left entries 1, 0, 1/2 already tell the densities apart
    intro i j h
    have h00 := congrFun (congrFun h 0) 0
    fin_cases i <;> fin_cases j <;> first | rfl | norm_num [threeDensities] at h00
  · rw [Fin.sum_univ_three]
    show (1 : ℝ) + 1 + -1 = 1
    norm_num
  · have hsum : mixedDensity ![1, 1, -1] threeDensities =
        (1 : ℝ) • !![1, 0; 0, 0] + (1 : ℝ) • !![0, 0; 0, 1]
          + (-1 : ℝ) • !![1 / 2, 1 / 2; 1 / 2, 1 / 2] := by
      unfold mixedDensity
      rw [Fin.sum_univ_three]
      rfl
    have hD : mixedDensity ![1, 1, -1] threeDensities =
        !![1 / 2, -1 / 2; -1 / 2, 1 / 2] := by
      rw [hsum]
      ext a b
      fin_cases a <;> fin_cases b <;> norm_num [Matrix.add_apply, Matrix.smul_apply]
    rw [hD]
    unfold IsIdempotentElem
    ext a b
    fin_cases a <;> fin_cases b <;> norm_num [Matrix.mul_apply, Fin.sum_univ_two]

end

end DensityMixing
```

With weights \(1,1,-1\) the mixture is

\[
D=\begin{pmatrix}\tfrac12&-\tfrac12\\-\tfrac12&\tfrac12\end{pmatrix},
\]

the projector onto the normalised difference of the two functions. The squared differences are \((P_0-P_1)^2=I\) and \((P_0-P_2)^2=(P_1-P_2)^2=\tfrac12I\), with \(I\) the identity matrix. Counting each pair once, the error is \(I-\tfrac12I-\tfrac12I=0\). When negative weights are allowed, a vanishing idempotency error thus does not in general show that the iterates agree.

The proof checks idempotency and symmetry entry by entry with `fin_cases` and `norm_num`. The upper left entries \(1,0,\tfrac12\) show that the matrices differ, and `hD` computes the mixture before its square is checked.

```lean
#print axioms DensityMixing.norm_idempotency_error_le_of_near
#print axioms DensityMixing.trace_idempotency_error
```

```
'DensityMixing.norm_idempotency_error_le_of_near' depends on axioms: [propext, Classical.choice, Quot.sound]
'DensityMixing.trace_idempotency_error' depends on axioms: [propext, Classical.choice, Quot.sound]
```
